# Lossless Frantz–Nodvik stages with a common saturation fluence multiply their gains

An amplifier code that advances the fluence through a saturating medium by Euler steps gives an answer that depends on the number of steps. Take an input of one saturation fluence and a small-signal gain of 10. One Euler step through the medium gives an output of about 2.46 saturation fluences and two steps give about 2.67, whereas the transport equation gives about 2.90. The closed-form map below removes this dependence: cutting the medium into slices leaves the output unchanged.

## Product of gains and ceiling on extraction

Measure every fluence in units of the saturation fluence. Let $y \ge 0$ be the input fluence and $G$ the small-signal gain, the factor by which a very weak pulse is amplified. The output fluence is

$$F_G(y) = \log\bigl(1 + G(e^y - 1)\bigr).$$

Two stages with gains $K \ge 0$ and $G$, passed in that order by a beam that keeps its size and loses nothing between them, satisfy

$$F_G(F_K(y)) = F_{GK}(y).$$

For $G > 1$ and $y > 0$, the extracted fluence obeys

$$0 < F_G(y) - y < \log G,$$

and it tends to $\log G$ as $y$ grows, so no smaller constant would serve as the upper bound.

## Slicing the medium and slicing the pulse

A code that divides a gain medium along its length can apply $F$ slice by slice. In this lossless model with one saturation fluence, only the product of the slice gains matters, so refining the grid with that product held fixed changes the output by rounding error alone. The same identity lets a chain of amplifiers be replaced by one.

A code may also divide the pulse in time and lower the gain after each part. Let a first part of fluence $y_1$ meet gain $G$, and let the second part, of fluence $y_2$, meet the residual gain

$$R = G\,e^{\,y_1 - F_G(y_1)}.$$

This update stands for energy conservation: for $G > 0$, $\log G$ measures the energy that a pulse can extract from the medium, and it falls by exactly the fluence that the pulse gains, its output minus its input. With this rule,

$$F_G(y_1) + F_R(y_2) = F_G(y_1 + y_2),$$

so the total output doesn't depend on where the pulse was cut.

The extraction bound gives a check on results: for a stage with gain above one, a computed extraction that exceeds $\log G$ by more than rounding error means that the code has taken out more energy than the medium could give up.

## The map in the variable $e^y - 1$

For $G, y \ge 0$ we have $e^y - 1 \ge 0$, so the argument of the logarithm is at least 1. Exponentiating the definition gives

$$e^{F_G(y)} = 1 + G(e^y - 1), \qquad\text{or}\qquad e^{F_G(y)} - 1 = G(e^y - 1).$$

In the variable $e^y - 1$ the amplifier is plain multiplication by $G$.

**Composition.** Insert this relation for the inner stage:

$$F_G(F_K(y)) = \log\bigl(1 + G(e^{F_K(y)} - 1)\bigr) = \log\bigl(1 + GK(e^y - 1)\bigr) = F_{GK}(y).$$

For a chain, use induction. No stages at all leave $y$ unchanged, which agrees with $F_1(y) = \log e^y = y$ and the empty product 1. If the stages already passed act as one stage of gain $P \ge 0$, a further stage of gain $G$ gives $F_G(F_P(y)) = F_{GP}(y)$.

**Bounds.** Let $G > 1$ and $y > 0$. Then

$$e^{F_G(y)} - e^y = (G - 1)(e^y - 1) > 0,$$

so $F_G(y) > y$. For the other side,

$$e^{y + \log G} - e^{F_G(y)} = Ge^y - 1 - Ge^y + G = G - 1 > 0,$$

so $F_G(y) < y + \log G$.

**Limit.** Multiplying $e^{F_G(y)}$ by $e^{-y}$ gives

$$e^{F_G(y) - y} = G + (1 - G)e^{-y}.$$

The right side tends to $G$ as $y \to \infty$. For $G > 0$ the logarithm is continuous at $G$, and the extraction therefore tends to $\log G$.

**Transport equation.** Let $g$ be the gain coefficient, so that the gain up to depth $z$ is $e^{gz}$, and write $J(z) = F_{e^{gz}}(y)$. Put $A(z) = 1 + e^{gz}(e^y - 1) = e^{J(z)}$. Then $A' = g\,e^{gz}(e^y - 1) = g(A - 1)$, and

$$J' = \frac{A'}{A} = g\left(1 - \frac1A\right) = g\bigl(1 - e^{-J}\bigr).$$

At $z = 0$ the gain is 1 and $J(0) = y$.

**Pulse splitting.** Write $A_1 = e^{F_G(y_1)} = 1 + G(e^{y_1} - 1)$. The residual gain is $R = Ge^{y_1}/A_1$, so $RA_1 = Ge^{y_1}$. The exponential of the total output is

$$A_1\bigl(1 + R(e^{y_2} - 1)\bigr) = A_1 + Ge^{y_1}(e^{y_2} - 1) = 1 + G(e^{y_1 + y_2} - 1),$$

which is the exponential of $F_G(y_1 + y_2)$. Since the exponential is injective, the two fluences agree.

## The Lean file

```lean
import Mathlib

open Filter Topology

namespace FrantzNodvik

noncomputable section

/-- Output fluence of an amplifier with small-signal gain `G` for input fluence `y`,
both in units of the saturation fluence. -/
def outputFluence (G y : ℝ) : ℝ := Real.log (1 + G * (Real.exp y - 1))

/-- Gain left after a pulse of input fluence `y`: the initial gain `G` times the exponential of the
input fluence minus the output fluence. -/
def residualGain (G y : ℝ) : ℝ := G * Real.exp (y - outputFluence G y)

/-- The argument of the logarithm in the amplifier map is positive for nonnegative gain
and input fluence. -/
lemma argument_pos {G y : ℝ} (hG : 0 ≤ G) (hy : 0 ≤ y) :
    0 < 1 + G * (Real.exp y - 1) := by
  have h := mul_nonneg hG (sub_nonneg.2 (Real.one_le_exp hy))
  linarith

/-- In the variable `exp y - 1` the amplifier acts as multiplication by the gain. -/
theorem exp_outputFluence {G y : ℝ} (hG : 0 ≤ G) (hy : 0 ≤ y) :
    Real.exp (outputFluence G y) = 1 + G * (Real.exp y - 1) :=
  Real.exp_log (argument_pos hG hy)

/-- A stage of unit gain leaves the fluence unchanged. -/
theorem outputFluence_one (y : ℝ) : outputFluence 1 y = y := by
  have h : 1 + 1 * (Real.exp y - 1) = Real.exp y := by ring
  rw [outputFluence, h, Real.log_exp]

/-- Two amplifiers in series act as one amplifier whose gain is the product of the gains. -/
theorem outputFluence_comp (G : ℝ) {K y : ℝ} (hK : 0 ≤ K) (hy : 0 ≤ y) :
    outputFluence G (outputFluence K y) = outputFluence (G * K) y := by
  change Real.log (1 + G * (Real.exp (outputFluence K y) - 1)) =
    Real.log (1 + G * K * (Real.exp y - 1))
  rw [exp_outputFluence hK hy]
  congr 1
  ring

/-- A chain of amplifiers with arbitrary nonnegative gains acts as one amplifier whose gain
is the product of all the gains. -/
theorem outputFluence_cascade (gains : List ℝ) (hg : ∀ G ∈ gains, 0 ≤ G)
    {y : ℝ} (hy : 0 ≤ y) :
    gains.foldr outputFluence y = outputFluence gains.prod y := by
  induction gains with
  | nil => simp [outputFluence_one]
  | cons G gs ih =>
    have hgs : ∀ K ∈ gs, 0 ≤ K := fun K hK => hg K (List.mem_cons_of_mem G hK)
    rw [List.foldr_cons, ih hgs, List.prod_cons]
    exact outputFluence_comp G (List.prod_nonneg hgs) hy

/-- For gain above one and positive input, the extracted fluence is positive and smaller
than the logarithm of the gain. -/
theorem extracted_fluence_bounds {G y : ℝ} (hG : 1 < G) (hy : 0 < y) :
    0 < outputFluence G y - y ∧ outputFluence G y - y < Real.log G := by
  have hG0 : 0 < G := by linarith
  have he : 1 < Real.exp y := Real.one_lt_exp_iff.2 hy
  have hout := exp_outputFluence hG0.le hy.le
  constructor
  · -- compare the exponentials of input and output
    have h : y < outputFluence G y := by
      apply Real.exp_lt_exp.1
      rw [hout]
      nlinarith [mul_pos (sub_pos.2 hG) (sub_pos.2 he)]
    linarith
  · -- the exponential of the upper bound is `exp y * G`
    have h : outputFluence G y < y + Real.log G := by
      apply Real.exp_lt_exp.1
      rw [hout, Real.exp_add, Real.exp_log hG0]
      nlinarith
    linarith

/-- For growing input fluence the extracted fluence tends to the logarithm of the gain. -/
theorem extracted_fluence_tendsto {G : ℝ} (hG : 0 < G) :
    Tendsto (fun y => outputFluence G y - y) atTop (𝓝 (Real.log G)) := by
  have h1 := (Real.tendsto_exp_neg_atTop_nhds_zero.const_mul (1 - G)).const_add G
  simp only [mul_zero, add_zero] at h1
  refine (h1.log hG.ne').congr' ?_
  filter_upwards [eventually_ge_atTop (0 : ℝ)] with y hy
  -- factor the input fluence out of the logarithm
  have h : G + (1 - G) * Real.exp (-y) = Real.exp (outputFluence G y - y) := by
    have e : Real.exp y * Real.exp (-y) = 1 := by
      rw [← Real.exp_add, add_neg_cancel, Real.exp_zero]
    rw [sub_eq_add_neg (outputFluence G y) y, Real.exp_add,
      exp_outputFluence hG.le hy]
    linear_combination (-G) * e
  rw [h, Real.log_exp]

/-- Along a medium with gain coefficient `g`, where the gain up to depth `z` is `exp (g * z)`,
the fluence `J` obeys the saturable transport equation `dJ/dz = g * (1 - exp (-J))`. -/
theorem fluence_transport (g z : ℝ) {y : ℝ} (hy : 0 ≤ y) :
    HasDerivAt (fun t => outputFluence (Real.exp (g * t)) y)
      (g * (1 - Real.exp (-outputFluence (Real.exp (g * z)) y))) z := by
  have hne := (argument_pos (Real.exp_pos (g * z)).le hy).ne'
  have h0 : HasDerivAt (fun t : ℝ => g * t) g z := by
    simpa using (hasDerivAt_id z).const_mul g
  have h2 := ((h0.exp.mul_const (Real.exp y - 1)).const_add 1).log hne
  refine h2.congr_deriv ?_
  rw [Real.exp_neg, exp_outputFluence (Real.exp_pos (g * z)).le hy, div_eq_iff hne]
  have hi := inv_mul_cancel₀ hne
  linear_combination g * hi

/-- Two successive pulses, the second meeting the gain left by the first, have the same total
output fluence as a single pulse with the summed input fluence. -/
theorem outputFluence_split {G y₁ y₂ : ℝ} (hG : 0 ≤ G) (h₁ : 0 ≤ y₁) (h₂ : 0 ≤ y₂) :
    outputFluence G y₁ + outputFluence (residualGain G y₁) y₂ =
      outputFluence G (y₁ + y₂) := by
  have hR : 0 ≤ residualGain G y₁ := mul_nonneg hG (Real.exp_pos _).le
  -- depletion of the gain by the first pulse
  have key : residualGain G y₁ * (1 + G * (Real.exp y₁ - 1)) = G * Real.exp y₁ := by
    rw [residualGain, Real.exp_sub, exp_outputFluence hG h₁, mul_assoc,
      div_mul_cancel₀ _ (argument_pos hG h₁).ne']
  apply Real.exp_injective
  rw [Real.exp_add, exp_outputFluence hG h₁, exp_outputFluence hR h₂,
    exp_outputFluence hG (add_nonneg h₁ h₂), Real.exp_add]
  linear_combination (Real.exp y₂ - 1) * key

end

end FrantzNodvik
```

```lean
#print axioms FrantzNodvik.outputFluence_cascade
#print axioms FrantzNodvik.extracted_fluence_tendsto
#print axioms FrantzNodvik.fluence_transport
#print axioms FrantzNodvik.outputFluence_split
```

```
'FrantzNodvik.outputFluence_cascade' depends on axioms: [propext, Classical.choice, Quot.sound]
'FrantzNodvik.extracted_fluence_tendsto' depends on axioms: [propext, Classical.choice, Quot.sound]
'FrantzNodvik.fluence_transport' depends on axioms: [propext, Classical.choice, Quot.sound]
'FrantzNodvik.outputFluence_split' depends on axioms: [propext, Classical.choice, Quot.sound]
```

## Gains and fluences as real numbers

`outputFluence G y` is $F_G(y)$, and `residualGain G y` is the gain left after a pulse of input fluence $y$. Gains and fluences are plain real numbers, so the physical sign conditions appear as hypotheses.

- `outputFluence_comp` is the two-stage law. It requires $K \ge 0$ and $y \ge 0$ but puts no condition on the outer gain $G$.
- `outputFluence_cascade` treats a list of nonnegative gains. The expression `gains.foldr outputFluence y` applies the last entry of the list first, so the pulse enters at the end of the list and leaves at its head.
- `extracted_fluence_bounds` states both strict inequalities for $G > 1$ and $y > 0$.
- `extracted_fluence_tendsto` gives the limit for every $G > 0$. For $G < 1$ the limit is negative, and the stage is a saturable absorber.
- `fluence_transport` says that the map, followed along the depth, has the derivative that the transport equation prescribes, for any real $g$. Together with `outputFluence_one`, which supplies the input value at zero depth, it shows that the formula solves the initial-value problem. Uniqueness of that solution is not part of the statement.
- `outputFluence_split` is the pulse-splitting law for $G, y_1, y_2 \ge 0$.

## How the Lean proofs follow the algebra

`argument_pos` shows that the logarithm has a positive argument, and `exp_outputFluence` turns this into the exponential form of the map. In `outputFluence_comp`, that form is substituted for the inner stage, after which `ring` identifies $G \cdot K(e^y - 1)$ with $GK(e^y - 1)$. The cascade is an induction on the list, with `List.prod_nonneg` supplying the nonnegative gain of the tail.

For the bounds, `Real.exp_lt_exp.1` replaces an inequality between fluences by one between their exponentials. `nlinarith` then closes the lower bound from the product $(G - 1)(e^y - 1) > 0$, and the upper bound from $G > 1$.

The limit proof starts from $G + (1 - G)e^{-y} \to G$ and takes logarithms. It then shows that the result equals the extracted fluence for all $y \ge 0$, which is enough for a limit at infinity.

In `fluence_transport`, the chain rule is assembled from the derivatives of $gt$, the exponential and the logarithm. The remaining equality of two expressions for $J'$ is cleared of its denominator $A$. In `outputFluence_split`, the intermediate fact `key` is the relation $RA_1 = Ge^{y_1}$, and `linear_combination` adds it with the factor $e^{y_2} - 1$, as in the derivation above.

## `Real.exp_log` and its positivity condition

The proofs turn on one Mathlib lemma, `Real.exp_log`, which says that $e^{\log x} = x$ when $x > 0$. It converts a statement about nested logarithms into polynomial algebra in exponentials, which `ring`, `nlinarith` and `linear_combination` can handle.

The condition $x > 0$ matters because `Real.log` is defined on all real numbers, with $\log 0 = 0$ and $\log(-x) = \log x$, so for other arguments the exponential would not return $x$. This is where the assumptions of nonnegative gain and fluence enter: they feed `argument_pos`, which feeds `Real.exp_log`. It also accounts for the free outer gain in `outputFluence_comp`. There only the inner logarithm is exponentiated, and the outer ones are compared through their equal arguments.

The reverse identity, `Real.log_exp`, needs no condition. `outputFluence_one` therefore holds for every real $y$.

## Losses, pumping and finite precision

The Frantz–Nodvik theory follows the photon density and the population inversion of the medium in space and time. The file works with the fluence map that results from integrating over the pulse, and defines this map instead of deriving it from those coupled equations. The gain update in `residualGain` is likewise a definition; what is proved is that it makes pulse splitting consistent.

The product rule applies to stages that share one saturation fluence, with neither loss nor a change of beam size between them. A partly transmitting element or a beam expander between two stages multiplies the fluence itself, not $e^y - 1$, so in general it can't be absorbed into the product of the gains. In a multipass amplifier, each pass meets the gain left by the previous ones, and the product must be formed from those depleted gains.

The splitting law assumes that nothing refills or drains the gain between the two parts of the pulse. Pumping, spontaneous decay and relaxation between levels would each change the residual gain. The model also has no transverse beam profile; a code with one can apply the map point by point as long as diffraction and refraction inside the medium have a negligible effect on the profile.

Finally, the theorems concern exact real arithmetic. They say nothing about the cancellation in $e^y - 1$ at small fluence or about overflow of $e^y$ at large fluence, and an implementation has to deal with both.
